# Zeeman levels and singlet weights of positronium in a two-spin model

Let $S_1$ and $S_2$ be the spins of the electron and the positron, in units where $\hbar=1$. The Hamiltonian is

$$H = D\,S_1\cdot S_2 + w\,(S_{1z}-S_{2z}),\qquad D>0,\qquad x=\frac{2w}{D},\qquad s=\sqrt{1+x^2}.$$

The constant $D$ is the zero-field hyperfine splitting, with the triplet above the singlet. The constant $w=g\mu_BB$ is the Zeeman splitting of each spin on its own in a field $B$ along $z$, with $g\approx2$ and $\mu_B$ the Bohr magneton; the minus sign reflects the opposite magnetic moments of the two particles for equal spin. Amplitudes are written $\psi(i,j)$, with the electron index first, 0 for spin up and 1 for spin down. The singlet is $(|01\rangle-|10\rangle)/\sqrt2$, and $m$ is the eigenvalue of $S_{1z}+S_{2z}$. The triplet and singlet decay rates are $G_t$ and $G_s$.

## Levels, mixing and decay rates

The two parallel-spin states, $m=\pm1$, have energy $D/4$ for every $w$. The $m=0$ energies are

$$E_\pm=-\frac D4\pm\frac D2\,s,$$

and both are even in $w$. With

$$y=\frac12\left(1-\frac1s\right),$$

a normalised $m=0$ state on the upper level has singlet weight $y$ and mean decay rate $(1-y)G_t+yG_s$. On the lower level the singlet weight is $1-y$ and the rate is $yG_t+(1-y)G_s$.

## Use in spin-dynamics codes

A code that treats positronium as two spins in a static field can take its level energies from these formulas, or compare a numerical diagonalisation of $H$ with them. It can also take its field-dependent decay rates from them when the decay widths are small compared with the $m=0$ splitting. For $D=8$, $w=3$ the parallel states lie at $2$, the $m=0$ levels at $3$ and $-7$, and $y=1/10$.

## From the spin exchange to the singlet weight

Write $S_1\cdot S_2=S_{1z}S_{2z}+\tfrac12(S_{1+}S_{2-}+S_{1-}S_{2+})$. A parallel state is multiplied by $1/4$. An antiparallel state is multiplied by $-1/4$ and gains half of its exchanged partner. Both cases are contained in

$$(S_1\cdot S_2\,\psi)(i,j)=\tfrac12\psi(j,i)-\tfrac14\psi(i,j).$$

The Zeeman term vanishes on parallel states, so their energy is $D/4$. For $m=0$ only $a=\psi(0,1)$ and $b=\psi(1,0)$ survive. With $\varepsilon=E+D/4$ the eigenvalue equations are

$$(\varepsilon-w)a=\tfrac D2 b,\qquad(\varepsilon+w)b=\tfrac D2 a.$$

Multiplying the first by $\varepsilon+w$ and using the second gives $(\varepsilon^2-w^2-D^2/4)a=0$; the same elimination holds for $b$. Since $a$ and $b$ are not both zero, $\varepsilon^2=w^2+D^2/4=(D^2/4)(1+x^2)$. This gives $E_\pm$, which depend on $w$ only through $x^2$.

Now put $\varepsilon=(D/2)t$ with $t=\pm s$. The equations become $b=(t-x)a$ and $a=(t+x)b$. They are compatible because $(t-x)(t+x)=1$, so both roots occur. Normalisation requires

$$1=|a|^2\left[1+(t-x)^2\right]=2t(t-x)|a|^2,$$

where $1+x^2=t^2$ was used. The singlet weight is therefore

$$\frac{|a-b|^2}{2}=\frac{|a|^2}{2}\left[1+(t-x)^2-2(t-x)\right]=\frac12-|a|^2(t-x)=\frac12\left(1-\frac1t\right).$$

Setting $t=s$ gives $y$, and $t=-s$ gives $1-y$.

The operators $\tfrac34+S_1\cdot S_2$ and $\tfrac14-S_1\cdot S_2$ project on the triplet and the singlet. The second has expectation value $|\psi(0,1)-\psi(1,0)|^2/2$, the singlet weight. The two projectors add up to one, so in a normalised state the first has expectation value one minus that weight. Multiplying by $G_t$ and $G_s$ gives the mean decay rates.

## The Lean file

```lean
import Mathlib

open Matrix
open scoped Kronecker

namespace PositroniumZeeman

noncomputable section

/-- Spin states of the electron-positron pair; index 0 is spin up, index 1 is spin down. -/
abbrev State := Fin 2 × Fin 2 → ℂ

/-- Operators on the two-spin space. -/
abbrev Op := Matrix (Fin 2 × Fin 2) (Fin 2 × Fin 2) ℂ

/-- The x component of a spin 1/2. -/
def sx : Matrix (Fin 2) (Fin 2) ℂ := !![0, 1/2; 1/2, 0]

/-- The y component of a spin 1/2. -/
def sy : Matrix (Fin 2) (Fin 2) ℂ := !![0, -Complex.I/2; Complex.I/2, 0]

/-- The z component of a spin 1/2. -/
def sz : Matrix (Fin 2) (Fin 2) ℂ := !![1/2, 0; 0, -1/2]

/-- The operator S1z. -/
def sz1 : Op := sz ⊗ₖ (1 : Matrix (Fin 2) (Fin 2) ℂ)

/-- The operator S2z. -/
def sz2 : Op := (1 : Matrix (Fin 2) (Fin 2) ℂ) ⊗ₖ sz

/-- The scalar product S1·S2 of the two spins. -/
def spinDot : Op := sx ⊗ₖ sx + sy ⊗ₖ sy + sz ⊗ₖ sz

/-- The Hamiltonian D S1·S2 + w (S1z - S2z). -/
def hamiltonian (D w : ℝ) : Op := (D : ℂ) • spinDot + (w : ℂ) • (sz1 - sz2)

/-- The upper m = 0 energy, with x = 2w/D. -/
def upperEnergy (D w : ℝ) : ℝ := -D/4 + D/2 * Real.sqrt (1 + (2*w/D)^2)

/-- The lower m = 0 energy, with x = 2w/D. -/
def lowerEnergy (D w : ℝ) : ℝ := -D/4 - D/2 * Real.sqrt (1 + (2*w/D)^2)

/-- The mixing parameter y = (1 - 1/sqrt(1+x^2))/2, with x = 2w/D. -/
def mixing (D w : ℝ) : ℝ := (1 - 1 / Real.sqrt (1 + (2*w/D)^2)) / 2

/-- The normalised singlet state. -/
def singlet : State := fun p =>
  !![0, (((Real.sqrt 2)⁻¹ : ℝ) : ℂ); -(((Real.sqrt 2)⁻¹ : ℝ) : ℂ), 0] p.1 p.2

/-- The squared overlap of a state with the singlet. -/
def singletWeight (ψ : State) : ℝ := Complex.normSq (star singlet ⬝ᵥ ψ)

/-- The decay operator: rate Gt on the triplet and rate Gs on the singlet. -/
def decayOp (Gt Gs : ℝ) : Op :=
  (Gt : ℂ) • ((3/4 : ℂ) • (1 : Op) + spinDot) + (Gs : ℂ) • ((1/4 : ℂ) • (1 : Op) - spinDot)

/-- The expectation value of the decay operator. -/
def decayRate (Gt Gs : ℝ) (ψ : State) : ℝ := (star ψ ⬝ᵥ (decayOp Gt Gs *ᵥ ψ)).re

/-- S1·S2 acts as half the exchange of the two spins minus one quarter, and S1z and S2z
are diagonal. -/
theorem spin_mulVec (ψ : State) (i j : Fin 2) :
    (spinDot *ᵥ ψ) (i, j) = ψ (j, i) / 2 - ψ (i, j) / 4 ∧
    (sz1 *ᵥ ψ) (i, j) = sz i i * ψ (i, j) ∧ (sz2 *ᵥ ψ) (i, j) = sz j j * ψ (i, j) := by
  refine ⟨?_, ?_, ?_⟩
  · revert i j
    simp only [Fin.forall_fin_two]
    refine ⟨⟨?_, ?_⟩, ?_, ?_⟩ <;>
      simp [spinDot, sx, sy, sz, Matrix.mulVec, dotProduct, Fintype.sum_prod_type,
        Fin.sum_univ_two] <;>
      first
        | ring1
        | linear_combination (ψ (1, 1) / 4) * Complex.I_sq
        | linear_combination (ψ (0, 0) / 4) * Complex.I_sq
        | linear_combination (-ψ (1, 0) / 4) * Complex.I_sq
        | linear_combination (-ψ (0, 1) / 4) * Complex.I_sq
  all_goals
    revert i j
    simp only [Fin.forall_fin_two]
    refine ⟨⟨?_, ?_⟩, ?_, ?_⟩ <;>
      simp [sz1, sz2, sz, Matrix.mulVec, dotProduct, Fintype.sum_prod_type, Fin.sum_univ_two]

/-- The Hamiltonian in components. -/
theorem hamiltonian_mulVec (D w : ℝ) (ψ : State) (i j : Fin 2) :
    (hamiltonian D w *ᵥ ψ) (i, j) =
      D * (ψ (j, i) / 2 - ψ (i, j) / 4) + w * (sz i i - sz j j) * ψ (i, j) := by
  obtain ⟨h1, h2, h3⟩ := spin_mulVec ψ i j
  simp only [hamiltonian, Matrix.add_mulVec, Matrix.sub_mulVec, Matrix.smul_mulVec,
    Pi.add_apply, Pi.sub_apply, Pi.smul_apply, smul_eq_mul, h1, h2, h3]
  ring

/-- A state has m = 0 exactly when its two parallel-spin amplitudes vanish. -/
theorem magnetic_zero_iff (ψ : State) :
    (sz1 + sz2) *ᵥ ψ = 0 ↔ ψ (0, 0) = 0 ∧ ψ (1, 1) = 0 := by
  have z0 : sz 0 0 = 1/2 := by simp [sz]
  have z1 : sz 1 1 = -1/2 := by simp [sz]
  have key : ∀ i j, ((sz1 + sz2) *ᵥ ψ) (i, j) = (sz i i + sz j j) * ψ (i, j) := by
    intro i j
    obtain ⟨-, h2, h3⟩ := spin_mulVec ψ i j
    rw [Matrix.add_mulVec, Pi.add_apply, h2, h3]
    ring
  constructor
  · intro h
    have h0 := key 0 0
    have h1 := key 1 1
    simp only [h, Pi.zero_apply, z0, z1] at h0 h1
    exact ⟨by linear_combination -h0, by linear_combination h1⟩
  · rintro ⟨h0, h1⟩
    have hz : ∀ i j, (sz i i + sz j j) * ψ (i, j) = 0 := by
      simp only [Fin.forall_fin_two, z0, z1, h0, h1]
      norm_num
    funext ⟨i, j⟩
    rw [key, hz, Pi.zero_apply]

/-- The two states with parallel spins (m = 1 and m = -1) have energy D/4 for every w. -/
theorem parallel_energy (D w : ℝ) (i : Fin 2) :
    hamiltonian D w *ᵥ (Pi.single (i, i) 1 : State) =
      ((D/4 : ℝ) : ℂ) • (Pi.single (i, i) 1 : State) := by
  funext ⟨a, b⟩
  rw [hamiltonian_mulVec]
  fin_cases i <;> fin_cases a <;> fin_cases b <;> simp [sz] <;> ring

/-- The m = 0 energies are exactly the lower and the upper level; these are distinct and
even in w. -/
theorem zero_levels {D : ℝ} (hD : 0 < D) (w : ℝ) :
    lowerEnergy D w < upperEnergy D w ∧
    upperEnergy D (-w) = upperEnergy D w ∧ lowerEnergy D (-w) = lowerEnergy D w ∧
    ∀ E : ℝ, (∃ ψ : State, ψ ≠ 0 ∧ (sz1 + sz2) *ᵥ ψ = 0 ∧
      hamiltonian D w *ᵥ ψ = (E : ℂ) • ψ) ↔ E = lowerEnergy D w ∨ E = upperEnergy D w := by
  have hev : (2*(-w)/D)^2 = (2*w/D)^2 := by ring
  refine ⟨?_, by simp only [upperEnergy, hev], by simp only [lowerEnergy, hev], fun E => ?_⟩
  · have hs : 0 < Real.sqrt (1 + (2*w/D)^2) := Real.sqrt_pos.2 (by positivity)
    have := mul_pos hD hs
    unfold lowerEnergy upperEnergy
    linarith
  have hx : D * (2*w/D) = 2*w := by field_simp
  unfold lowerEnergy upperEnergy
  generalize 2*w/D = x at hx ⊢
  have hs : Real.sqrt (1 + x^2) ^ 2 = 1 + x^2 := Real.sq_sqrt (by positivity)
  generalize Real.sqrt (1 + x^2) = s at hs ⊢
  constructor
  · rintro ⟨ψ, hψ, hm, hE⟩
    obtain ⟨h00, h11⟩ := (magnetic_zero_iff ψ).1 hm
    have z0 : sz 0 0 = 1/2 := by simp [sz]
    have z1 : sz 1 1 = -1/2 := by simp [sz]
    have e1 := congrFun hE (0, 1)
    have e2 := congrFun hE (1, 0)
    rw [hamiltonian_mulVec] at e1 e2
    simp only [Pi.smul_apply, smul_eq_mul, z0, z1] at e1 e2
    -- the secular equation of the m = 0 block
    have hq : (E + D/4)^2 - w^2 - D^2/4 = 0 := by
      by_contra hne
      have hc : ((E : ℂ) + D/4)^2 - w^2 - D^2/4 ≠ 0 := by exact_mod_cast hne
      have ha : ψ (0, 1) = 0 := (mul_eq_zero.1 (by
        linear_combination (-((E : ℂ) + D/4 + w)) * e1 - (D : ℂ)/2 * e2 :
          (((E : ℂ) + D/4)^2 - w^2 - D^2/4) * ψ (0, 1) = 0)).resolve_left hc
      have hb : ψ (1, 0) = 0 := (mul_eq_zero.1 (by
        linear_combination (-((E : ℂ) + D/4 - w)) * e2 - (D : ℂ)/2 * e1 :
          (((E : ℂ) + D/4)^2 - w^2 - D^2/4) * ψ (1, 0) = 0)).resolve_left hc
      have hall : ∀ i j, ψ (i, j) = 0 := by
        simp only [Fin.forall_fin_two]
        exact ⟨⟨h00, ha⟩, hb, h11⟩
      exact hψ (funext fun p => hall p.1 p.2)
    have hf : (E - (-D/4 - D/2*s)) * (E - (-D/4 + D/2*s)) = 0 := by
      linear_combination hq - D^2/4 * hs - (D*x + 2*w)/4 * hx
    rcases mul_eq_zero.1 hf with h | h
    · exact Or.inl (by linarith)
    · exact Or.inr (by linarith)
  · -- explicit eigenvector for either root t of t^2 = 1 + x^2
    have key : ∀ t : ℝ, t^2 = 1 + x^2 → E = -D/4 + D/2*t → ∃ ψ : State, ψ ≠ 0 ∧
        (sz1 + sz2) *ᵥ ψ = 0 ∧ hamiltonian D w *ᵥ ψ = (E : ℂ) • ψ := by
      intro t ht hE
      have hxC : (D : ℂ) * x = 2*w := by exact_mod_cast hx
      have htC : (t : ℂ)^2 = 1 + (x : ℂ)^2 := by exact_mod_cast ht
      have hEC : (E : ℂ) = -D/4 + D/2*t := by rw [hE]; push_cast; ring
      refine ⟨fun p => !![0, 1; (t : ℂ) - x, 0] p.1 p.2, ?_,
        (magnetic_zero_iff _).2 (by simp), ?_⟩
      · intro h
        have := congrFun h (0, 1)
        simp at this
      · funext ⟨i, j⟩
        rw [hamiltonian_mulVec]
        revert i j
        simp only [Fin.forall_fin_two]
        refine ⟨⟨by simp, ?_⟩, ?_, by simp⟩
        · change (D : ℂ) * (((t : ℂ) - x)/2 - 1/4) + w * (1/2 - -1/2) * 1 = (E : ℂ) * 1
          linear_combination (-1/2 : ℂ) * hxC - hEC
        · change (D : ℂ) * (1/2 - ((t : ℂ) - x)/4) + w * (-1/2 - 1/2) * ((t : ℂ) - x)
            = (E : ℂ) * ((t : ℂ) - x)
          linear_combination ((t : ℂ) - x)/2 * hxC - (D : ℂ)/2 * htC - ((t : ℂ) - x) * hEC
    rintro (h | h)
    · exact key (-s) (by linear_combination hs) (by linear_combination h)
    · exact key s hs h

/-- The singlet weight is half the squared modulus of the difference of the two
antiparallel amplitudes. -/
theorem singletWeight_eq (ψ : State) :
    singletWeight ψ = Complex.normSq (ψ (0, 1) - ψ (1, 0)) / 2 := by
  have h : star singlet ⬝ᵥ ψ = (((Real.sqrt 2)⁻¹ : ℝ) : ℂ) * (ψ (0, 1) - ψ (1, 0)) := by
    simp [singlet, dotProduct, Fintype.sum_prod_type, Fin.sum_univ_two]
    ring
  have h2 : (Real.sqrt 2)⁻¹ * (Real.sqrt 2)⁻¹ = 1/2 := by
    rw [← mul_inv, Real.mul_self_sqrt (by norm_num)]
    norm_num
  rw [singletWeight, h, Complex.normSq_mul, Complex.normSq_ofReal, h2]
  ring

/-- The decay rate of a normalised state is the mean of Gt and Gs weighted by its triplet
and singlet content. -/
theorem decayRate_eq (Gt Gs : ℝ) {ψ : State} (hn : star ψ ⬝ᵥ ψ = 1) :
    decayRate Gt Gs ψ = (1 - singletWeight ψ) * Gt + singletWeight ψ * Gs := by
  have hG : ∀ i j, (decayOp Gt Gs *ᵥ ψ) (i, j) = ((Gt/2 : ℝ) : ℂ) * (ψ (i, j) + ψ (j, i)) +
      ((Gs/2 : ℝ) : ℂ) * (ψ (i, j) - ψ (j, i)) := by
    intro i j
    simp only [decayOp, Matrix.add_mulVec, Matrix.sub_mulVec, Matrix.smul_mulVec,
      Matrix.one_mulVec, Pi.add_apply, Pi.sub_apply, Pi.smul_apply, smul_eq_mul,
      (spin_mulVec ψ i j).1]
    push_cast
    ring
  have h := congrArg Complex.re hn
  rw [singletWeight_eq]
  simp only [decayRate, dotProduct, Fintype.sum_prod_type, Fin.sum_univ_two, hG,
    Pi.star_apply, Complex.star_def, Complex.normSq_apply, Complex.add_re, Complex.add_im,
    Complex.sub_re, Complex.sub_im, Complex.mul_re, Complex.mul_im, Complex.conj_re,
    Complex.conj_im, Complex.ofReal_re, Complex.ofReal_im, Complex.one_re] at h ⊢
  linear_combination Gt * h

/-- A normalised m = 0 eigenstate of energy -D/4 + (D/2)t, where t^2 = 1 + x^2 and
x = 2w/D, has singlet weight (1 - 1/t)/2. -/
theorem singletWeight_branch {D w t : ℝ} (hD : D ≠ 0) (ht : t^2 = 1 + (2*w/D)^2)
    {ψ : State} (hn : star ψ ⬝ᵥ ψ = 1) (hm : (sz1 + sz2) *ᵥ ψ = 0)
    (hE : hamiltonian D w *ᵥ ψ = ((-D/4 + D/2*t : ℝ) : ℂ) • ψ) :
    singletWeight ψ = (1 - 1/t) / 2 := by
  obtain ⟨h00, h11⟩ := (magnetic_zero_iff ψ).1 hm
  have hx : D * (2*w/D) = 2*w := by field_simp
  generalize 2*w/D = x at hx ht
  have hxC : (D : ℂ) * x = 2*w := by exact_mod_cast hx
  have z0 : sz 0 0 = 1/2 := by simp [sz]
  have z1 : sz 1 1 = -1/2 := by simp [sz]
  have e1 := congrFun hE (0, 1)
  rw [hamiltonian_mulVec] at e1
  simp only [Pi.smul_apply, smul_eq_mul, z0, z1] at e1
  push_cast at e1
  -- the ratio of the two antiparallel amplitudes is t - x
  have hb : ψ (1, 0) = ((t - x : ℝ) : ℂ) * ψ (0, 1) := by
    apply mul_left_cancel₀ (Complex.ofReal_ne_zero.2 hD)
    push_cast
    linear_combination 2 * e1 + ψ (0, 1) * hxC
  have key : Complex.normSq (ψ (0, 1)) + Complex.normSq (ψ (1, 0)) = 1 := by
    have h := congrArg Complex.re hn
    simp only [dotProduct, Fintype.sum_prod_type, Fin.sum_univ_two, Pi.star_apply, h00, h11,
      mul_zero, Complex.star_def, Complex.add_re, Complex.mul_re, Complex.conj_re,
      Complex.conj_im, Complex.zero_re, Complex.one_re] at h
    simp only [Complex.normSq_apply]
    linear_combination h
  have hd : ψ (0, 1) - ψ (1, 0) = ((1 - (t - x) : ℝ) : ℂ) * ψ (0, 1) := by
    rw [hb]; push_cast; ring
  rw [hb, Complex.normSq_mul, Complex.normSq_ofReal] at key
  rw [singletWeight_eq, hd, Complex.normSq_mul, Complex.normSq_ofReal]
  have ht0 : t ≠ 0 := by
    intro h
    rw [h] at ht
    nlinarith [sq_nonneg x]
  have hinv : 1/t = 2 * Complex.normSq (ψ (0, 1)) * (t - x) := by
    rw [div_eq_iff ht0]
    linear_combination -key - Complex.normSq (ψ (0, 1)) * ht
  rw [hinv]
  linear_combination (1/2 : ℝ) * key

/-- A normalised m = 0 state on the upper level has singlet weight
y = (1 - 1/sqrt(1+x^2))/2 and decay rate (1-y) Gt + y Gs. -/
theorem upper_state_decay {D : ℝ} (hD : 0 < D) (w Gt Gs : ℝ) {ψ : State}
    (hn : star ψ ⬝ᵥ ψ = 1) (hm : (sz1 + sz2) *ᵥ ψ = 0)
    (hE : hamiltonian D w *ᵥ ψ = (upperEnergy D w : ℂ) • ψ) :
    singletWeight ψ = mixing D w ∧
    decayRate Gt Gs ψ = (1 - mixing D w) * Gt + mixing D w * Gs := by
  have h : singletWeight ψ = mixing D w :=
    singletWeight_branch hD.ne' (Real.sq_sqrt (by positivity)) hn hm hE
  exact ⟨h, by rw [decayRate_eq Gt Gs hn, h]⟩

/-- A normalised m = 0 state on the lower level has singlet weight 1-y and decay rate
y Gt + (1-y) Gs. -/
theorem lower_state_decay {D : ℝ} (hD : 0 < D) (w Gt Gs : ℝ) {ψ : State}
    (hn : star ψ ⬝ᵥ ψ = 1) (hm : (sz1 + sz2) *ᵥ ψ = 0)
    (hE : hamiltonian D w *ᵥ ψ = (lowerEnergy D w : ℂ) • ψ) :
    singletWeight ψ = 1 - mixing D w ∧
    decayRate Gt Gs ψ = mixing D w * Gt + (1 - mixing D w) * Gs := by
  have hl : lowerEnergy D w = -D/4 + D/2 * (-Real.sqrt (1 + (2*w/D)^2)) := by
    unfold lowerEnergy; ring
  rw [hl] at hE
  have h : singletWeight ψ = 1 - mixing D w := by
    rw [singletWeight_branch hD.ne'
      (by rw [neg_sq]; exact Real.sq_sqrt (by positivity)) hn hm hE, mixing, div_neg]
    ring
  exact ⟨h, by rw [decayRate_eq Gt Gs hn, h]; ring⟩

end

end PositroniumZeeman
```

```lean
#print axioms PositroniumZeeman.zero_levels
#print axioms PositroniumZeeman.singletWeight_eq
#print axioms PositroniumZeeman.upper_state_decay
#print axioms PositroniumZeeman.lower_state_decay
```

```
'PositroniumZeeman.zero_levels' depends on axioms: [propext, Classical.choice, Quot.sound]
'PositroniumZeeman.singletWeight_eq' depends on axioms: [propext, Classical.choice, Quot.sound]
'PositroniumZeeman.upper_state_decay' depends on axioms: [propext, Classical.choice, Quot.sound]
'PositroniumZeeman.lower_state_decay' depends on axioms: [propext, Classical.choice, Quot.sound]
```

## What the theorems say about the model

A `State` is a complex function on pairs of spin indices, and an `Op` is a $4\times4$ matrix indexed by such pairs; the spin operators are built from Kronecker products of $2\times2$ matrices. The condition $m=0$ reads `(sz1 + sz2) *ᵥ ψ = 0`, and normalisation reads `star ψ ⬝ᵥ ψ = 1`. The name `mixing` stands for $y$.

`parallel_energy` gives the eigenvalue equation for both parallel states. `zero_levels` says that a real $E$ belongs to some nonzero $m=0$ eigenvector exactly when it is one of the two levels; it also states their order and their evenness in $w$. `upper_state_decay` and `lower_state_decay` apply to every normalised $m=0$ eigenvector on their level, whatever its phase.

Normalisation matters for the weights. For $D=8$, $w=3$ the vector with $\psi(0,1)=1$, $\psi(1,0)=1/2$ and zero parallel amplitudes is an upper eigenvector, but its squared overlap with the singlet is $1/8$ instead of $y=1/10$. Dividing it by its norm $\sqrt{5}/2$ restores the correct value.

The model contains spin only. $D$, $w$, $G_t$ and $G_s$ are inputs, not derived from quantum electrodynamics, and spatial motion and collisions are absent. The last two theorems evaluate `decayRate`, the expectation value of a decay operator, in normalised eigenstates of $H$; the theorems do not treat time evolution with decay included. Reading this value as the exponential decay rate of a level is a good approximation when the decay widths are small compared with the $m=0$ splitting. It is exact for any widths at $w=0$ or when $G_t=G_s$, because the decay operator then commutes with $H$.

## How the proof follows the algebra

`spin_mulVec` establishes the exchange formula component by component, and `hamiltonian_mulVec` carries it over to $H$. `magnetic_zero_iff` reduces the $m=0$ condition to two vanishing parallel amplitudes.

In `zero_levels`, the secular equation is proved by contradiction: if it failed, the elimination above would make both remaining amplitudes zero. The `linear_combination` calls supply the multipliers $\varepsilon\pm w$ and $D/2$. For the converse, the file uses the unnormalised vector $(a,b)=(1,t-x)$, whose normalised form is $(1,t-x)/\sqrt{2t(t-x)}$.

`singletWeight_eq` rewrites the overlap as $|\psi(0,1)-\psi(1,0)|^2/2$. `singletWeight_branch` extracts the ratio $t-x$ from one component of the eigenvalue equation, then combines it with normalisation to obtain $(1-1/t)/2$. `decayRate_eq` expands the expectation value into real and imaginary parts and uses normalisation once. The last two theorems insert $t=s$ and $t=-s$.
